# Restricted Lorentz transformations can give a vector any time component exactly when it is spacelike

Which changes of frame should count when we say that two spacelike separated events have no definite time order? If time reversal is allowed, I can swap the order of any two events that are not simultaneous, even a cause and its effect, so the statement tells me nothing about spacelike separation. If only honest changes of velocity are allowed, can I really reverse the order of every spacelike pair, and by as much time as I like? And is it certain that no such frame does the same to a timelike or lightlike pair?

## Frames that keep the direction of time

Count only the restricted Lorentz matrices: those that preserve the metric, have determinant one and have a positive time-time entry. Time reversal is then excluded, and both answers are yes. For a spacelike separation the new time difference can be any real number. For any other separation it cannot.

### One boost along the separation

Set c = 1 and let v = (t, x) be the separation of the events, with x in Rⁿ, r = |x| and g = diag(1, −I). Suppose v is spacelike, t² < r². Then r > 0, and u = x/r is a unit vector. Let K be the matrix that mixes time with u:

K(t, y) = (u·y, t u)

K²(t, y) = (t, (u·y) u)

Applying K once more gives K³ = K. The boost of rapidity η is

B(η) = 1 + sinh η K + (cosh η − 1) K².

In the product B(a)B(b), K³ = K and K⁴ = K² leave only 1, K and K². The coefficient of K is sinh a cosh b + cosh a sinh b, and that of K² is cosh a cosh b + sinh a sinh b − 1. Hence B(a)B(b) = B(a + b).

The matrix K is symmetric and gK = −Kg, so gK² = K²g and gB(η) = B(−η)g. Therefore

B(η)ᵀ g B(η) = B(η) B(−η) g = g.

Taking determinants at η/2 gives (det B(η/2))² = 1, because det g ≠ 0. Since B(η) = B(η/2)², det B(η) = 1. The time-time entry is cosh η > 0, so B(η) is restricted.

The first row of B(η) is (cosh η, sinh η u), and u·x = r, so the new time component is

t′ = cosh η t + sinh η r.

Put D = √(r² − t²) > 0 and choose a with t = D sinh a. Then r² = D² + t² = D² cosh² a, so r = D cosh a, and

t′ = D sinh(a + η).

For a prescribed time s, take η = arsinh(s/D) − a. Here s is a time component, not the invariant interval that often carries this letter.

For example, t = 3 and r = 5 give D = 4 and a = ln 2. With η = −ln 2, t′ = (5/4)·3 − (3/4)·5 = 0. With η = −ln 4, t′ = (17/8)·3 − (15/8)·5 = −3, and the order is reversed. In the common form t′ = γ(t − βr), these are frames with β = 3/5 and β = 15/17; the sign of η here is opposite to that of β.

### Why other separations keep their order

Let v satisfy t² ≥ |x|² with t > 0, and let L be restricted. Multiplying LᵀgL = g by g on the left gives (gLᵀg)L = 1. A left inverse of a square matrix is also a right inverse, so L(gLᵀg) = 1 and LgLᵀ = g. With ℓ = (L₀₁, …, L₀ₙ), the time-time entry reads

L₀₀² = 1 + |ℓ|².

The Cauchy-Schwarz inequality then gives

(ℓ·x)² ≤ |ℓ|² |x|² ≤ |ℓ|² t² < (1 + |ℓ|²) t² = (L₀₀ t)².

Since L₀₀ t > 0, the new time L₀₀ t + ℓ·x is positive, and −1 is never reached. If t < 0, the same argument for −v shows that 1 is never reached. If t = 0, then x = 0, and every image of v is zero.

The lightlike limit t = r > 0 shows the boundary: a boost along x gives t′ = r e^η, which comes as close to zero as desired but stays positive. In the smallest case, n = 0, there are no spacelike vectors, and the only restricted matrix is the identity.

### What the theorems say

A vector has type `Unit ⊕ Fin n → ℝ`: `Sum.inl ()` is the time index and `Sum.inr i` a spatial one, for any finite n. `minkowski n` is g, with signature (+, −, …, −), and `Spacelike v` is the strict inequality t² < |x|². `IsRestricted L` collects the three conditions on a frame change, which textbooks also call proper and orthochronous, and `L *ᵥ v` is the transformed vector.

`spacelike_iff_time_arbitrary` states that v is spacelike if and only if for every real s some restricted L gives it time component s. The matrix may depend on s. `time_order_frame_dependent` takes events p and q with q − p spacelike and supplies three restricted matrices: one puts p first, one makes the events simultaneous and one puts q first.

The physical step left to the reader is the identification of each such matrix with the coordinates of a real inertial observer, with synchronised clocks, in flat spacetime. In quantum field theory on flat spacetime, this kinematics is why a time-ordered product of two observables at spacelike separation is frame independent only if they commute there.

```lean
import Mathlib

open Matrix

namespace SpacelikeTimeOrder

noncomputable section

/-- The Minkowski metric `diag(1, -I)` with one time and `n` space dimensions. -/
def minkowski (n : ℕ) : Matrix (Unit ⊕ Fin n) (Unit ⊕ Fin n) ℝ :=
  Matrix.diagonal (Sum.elim (fun _ => 1) (fun _ => -1))

/-- A vector is spacelike when its squared time component is less than its squared
spatial length. -/
def Spacelike {n : ℕ} (v : Unit ⊕ Fin n → ℝ) : Prop :=
  v (Sum.inl ()) ^ 2 < ∑ i, v (Sum.inr i) ^ 2

/-- A restricted Lorentz matrix preserves the metric, has determinant one and has a positive
time-time entry. -/
def IsRestricted {n : ℕ} (L : Matrix (Unit ⊕ Fin n) (Unit ⊕ Fin n) ℝ) : Prop :=
  Lᵀ * minkowski n * L = minkowski n ∧ L.det = 1 ∧ 0 < L (Sum.inl ()) (Sum.inl ())

/-- The boost generator along `u`, which mixes time with the spatial direction `u`. -/
def boostGen {n : ℕ} (u : Fin n → ℝ) : Matrix (Unit ⊕ Fin n) (Unit ⊕ Fin n) ℝ :=
  Matrix.fromBlocks 0 (Matrix.of fun _ i => u i) (Matrix.of fun i _ => u i) 0

/-- The matrix `1 + sinh η K + (cosh η - 1) K²`, where `K` is the boost generator along `u`;
for a unit vector `u` it is the boost of rapidity `η`. -/
def boost {n : ℕ} (u : Fin n → ℝ) (η : ℝ) : Matrix (Unit ⊕ Fin n) (Unit ⊕ Fin n) ℝ :=
  1 + Real.sinh η • boostGen u + (Real.cosh η - 1) • (boostGen u * boostGen u)

/-- For a unit vector `u`, the squared boost generator is the projector onto the plane
spanned by the time axis and `u`. -/
theorem boostGen_sq {n : ℕ} {u : Fin n → ℝ} (hu : ∑ i, u i ^ 2 = 1) :
    boostGen u * boostGen u =
      Matrix.fromBlocks (Matrix.of fun _ _ => 1) 0 0 (Matrix.of fun i j => u i * u j) := by
  have hu' : ∑ i, u i * u i = 1 := by simpa only [sq] using hu
  ext (i | i) (j | j) <;>
    simp [boostGen, Matrix.mul_apply, Fintype.sum_sum_type, hu']

/-- Successive boosts along the same unit vector add their rapidities. -/
theorem boost_add {n : ℕ} {u : Fin n → ℝ} (hu : ∑ i, u i ^ 2 = 1) (a b : ℝ) :
    boost u a * boost u b = boost u (a + b) := by
  have hu' : ∑ i, u i * u i = 1 := by simpa only [sq] using hu
  -- the generator satisfies K³ = K
  have h3 : boostGen u * boostGen u * boostGen u = boostGen u := by
    rw [boostGen_sq hu]
    ext (i | i) (j | j) <;>
      simp [boostGen, Matrix.mul_apply, Fintype.sum_sum_type, mul_assoc,
        ← Finset.mul_sum, hu']
  unfold boost
  rw [Real.sinh_add, Real.cosh_add]
  generalize boostGen u = K at h3 ⊢
  have h3' : K * (K * K) = K := by rw [← mul_assoc, h3]
  have h4 : K * K * (K * K) = K * K := by rw [← mul_assoc, h3]
  simp only [add_mul, mul_add, one_mul, mul_one, Matrix.smul_mul, Matrix.mul_smul, h3, h3', h4]
  module

/-- The Minkowski metric squares to the identity. -/
theorem minkowski_sq (n : ℕ) : minkowski n * minkowski n = 1 := by
  rw [minkowski, Matrix.diagonal_mul_diagonal, ← Matrix.diagonal_one]
  congr 1
  ext (i | i) <;> simp

/-- A boost along a unit vector is a restricted Lorentz matrix. -/
theorem boost_isRestricted {n : ℕ} {u : Fin n → ℝ} (hu : ∑ i, u i ^ 2 = 1) (η : ℝ) :
    IsRestricted (boost u η) := by
  have hT : (boostGen u)ᵀ = boostGen u := by
    ext (i | i) (j | j) <;> simp [boostGen]
  have hg : minkowski n * boostGen u = -(boostGen u * minkowski n) := by
    ext (i | i) (j | j) <;>
      simp [boostGen, minkowski, Matrix.diagonal_mul, Matrix.mul_diagonal]
  have hgg : minkowski n * (boostGen u * boostGen u)
      = boostGen u * boostGen u * minkowski n := by
    linear_combination (norm := noncomm_ring) hg * boostGen u - boostGen u * hg
  -- moving the metric through a boost reverses the rapidity
  have hmetric : ∀ a, (boost u a)ᵀ * minkowski n * boost u a = minkowski n := by
    intro a
    have hBT : (boost u a)ᵀ = boost u a := by
      simp [boost, Matrix.transpose_mul, hT]
    have hB : minkowski n * boost u a = boost u (-a) * minkowski n := by
      unfold boost
      rw [Real.sinh_neg, Real.cosh_neg]
      simp only [add_mul, mul_add, one_mul, mul_one, Matrix.smul_mul, Matrix.mul_smul, hg, hgg]
      module
    have h0 : boost u 0 = 1 := by simp [boost]
    rw [hBT, mul_assoc, hB, ← mul_assoc, boost_add hu, add_neg_cancel, h0, one_mul]
  refine ⟨hmetric η, ?_, ?_⟩
  · -- the determinant is the square of that of the half boost
    have h := congrArg Matrix.det (hmetric (η / 2))
    have hG := congrArg Matrix.det (minkowski_sq n)
    rw [Matrix.det_mul, Matrix.det_mul, Matrix.det_transpose] at h
    rw [Matrix.det_mul, Matrix.det_one] at hG
    rw [← add_halves η, ← boost_add hu, Matrix.det_mul]
    linear_combination (minkowski n).det * h
      - ((boost u (η / 2)).det * (boost u (η / 2)).det - 1) * hG
  · have h : boost u η (Sum.inl ()) (Sum.inl ()) = Real.cosh η := by
      rw [boost, boostGen_sq hu]
      simp [boostGen]
    rw [h]
    exact Real.cosh_pos η

/-- A boost along a unit vector `u` sends the time component `t` of a vector with spatial
part `x` to `cosh η t + sinh η (u · x)`. -/
theorem boost_time {n : ℕ} {u : Fin n → ℝ} (hu : ∑ i, u i ^ 2 = 1) (η : ℝ)
    (v : Unit ⊕ Fin n → ℝ) :
    (boost u η *ᵥ v) (Sum.inl ()) =
      Real.cosh η * v (Sum.inl ()) + Real.sinh η * ∑ i, u i * v (Sum.inr i) := by
  have h0 : boost u η (Sum.inl ()) (Sum.inl ()) = Real.cosh η := by
    rw [boost, boostGen_sq hu]
    simp [boostGen]
  have hi : ∀ i, boost u η (Sum.inl ()) (Sum.inr i) = Real.sinh η * u i := by
    intro i
    rw [boost, boostGen_sq hu]
    simp [boostGen]
  simp only [Matrix.mulVec, dotProduct, Fintype.sum_sum_type]
  simp [h0, hi, Finset.mul_sum, mul_assoc]

/-- If `t² < r²` and `r > 0`, some rapidity gives `cosh η t + sinh η r` any prescribed
real value `s`. -/
theorem exists_rapidity {t r : ℝ} (h : t ^ 2 < r ^ 2) (hr : 0 < r) (s : ℝ) :
    ∃ η, Real.cosh η * t + Real.sinh η * r = s := by
  obtain ⟨D, hD, hD2⟩ : ∃ D : ℝ, 0 < D ∧ D ^ 2 = r ^ 2 - t ^ 2 :=
    ⟨√(r ^ 2 - t ^ 2), Real.sqrt_pos.mpr (by linarith), Real.sq_sqrt (by linarith)⟩
  have hsurj : ∀ y : ℝ, ∃ a, D * Real.sinh a = y := fun y =>
    ⟨Real.arsinh (y / D), by rw [Real.sinh_arsinh]; field_simp⟩
  obtain ⟨a, ha⟩ := hsurj t
  obtain ⟨b, hb⟩ := hsurj s
  -- hyperbolic coordinates: t = D sinh a, r = D cosh a
  have hc : D * Real.cosh a = r := by
    have h1 : (D * Real.cosh a) ^ 2 = r ^ 2 := by
      rw [mul_pow, Real.cosh_sq]
      linear_combination hD2 + (D * Real.sinh a + t) * ha
    exact (sq_eq_sq₀ (mul_pos hD (Real.cosh_pos a)).le hr.le).mp h1
  have hs := Real.sinh_add (b - a) a
  rw [sub_add_cancel] at hs
  refine ⟨b - a, ?_⟩
  linear_combination hb - Real.cosh (b - a) * ha - Real.sinh (b - a) * hc - D * hs

/-- A metric-preserving matrix with positive time-time entry keeps the time component
positive for every vector that is not spacelike and has positive time component. -/
theorem time_pos_of_causal {n : ℕ} {L : Matrix (Unit ⊕ Fin n) (Unit ⊕ Fin n) ℝ}
    (hL : Lᵀ * minkowski n * L = minkowski n) (h0 : 0 < L (Sum.inl ()) (Sum.inl ()))
    {v : Unit ⊕ Fin n → ℝ} (hv : ¬ Spacelike v) (ht : 0 < v (Sum.inl ())) :
    0 < (L *ᵥ v) (Sum.inl ()) := by
  have hgg := minkowski_sq n
  have h1 : (minkowski n * Lᵀ * minkowski n) * L = 1 := by
    calc _ = minkowski n * (Lᵀ * minkowski n * L) := by simp only [mul_assoc]
      _ = 1 := by rw [hL, hgg]
  have h2 : L * (minkowski n * Lᵀ * minkowski n) = 1 := mul_eq_one_comm.mp h1
  have h3 : L * minkowski n * Lᵀ = minkowski n := by
    calc _ = L * minkowski n * Lᵀ * (minkowski n * minkowski n) := by rw [hgg, mul_one]
      _ = L * (minkowski n * Lᵀ * minkowski n) * minkowski n := by simp only [mul_assoc]
      _ = minkowski n := by rw [h2, one_mul]
  -- the first row of L is a unit timelike vector
  have h4 := congrFun (congrFun h3 (Sum.inl ())) (Sum.inl ())
  rw [Matrix.mul_apply, Fintype.sum_sum_type] at h4
  simp [minkowski, Matrix.mul_diagonal] at h4
  have h5 : L (Sum.inl ()) (Sum.inl ()) ^ 2 = (∑ i, L (Sum.inl ()) (Sum.inr i) ^ 2) + 1 := by
    simp only [sq]
    linarith
  have hcs := Finset.sum_mul_sq_le_sq_mul_sq Finset.univ
    (fun i => L (Sum.inl ()) (Sum.inr i)) (fun i => v (Sum.inr i))
  have hA : 0 ≤ ∑ i, L (Sum.inl ()) (Sum.inr i) ^ 2 := Finset.sum_nonneg fun i _ => sq_nonneg _
  have hm := mul_le_mul_of_nonneg_left (not_lt.mp hv) hA
  have he : (L (Sum.inl ()) (Sum.inl ()) * v (Sum.inl ())) ^ 2 =
      ((∑ i, L (Sum.inl ()) (Sum.inr i) ^ 2) + 1) * v (Sum.inl ()) ^ 2 := by
    rw [mul_pow, h5]
  have hlt : (∑ i, L (Sum.inl ()) (Sum.inr i) * v (Sum.inr i)) ^ 2 <
      (L (Sum.inl ()) (Sum.inl ()) * v (Sum.inl ())) ^ 2 := by
    rw [he, add_mul, one_mul]
    have := pow_pos ht 2
    linarith
  have hab := (abs_lt.mp (abs_lt_of_sq_lt_sq hlt (mul_pos h0 ht).le)).1
  have hexp : (L *ᵥ v) (Sum.inl ()) = L (Sum.inl ()) (Sum.inl ()) * v (Sum.inl ()) +
      ∑ i, L (Sum.inl ()) (Sum.inr i) * v (Sum.inr i) := by
    simp [Matrix.mulVec, dotProduct, Fintype.sum_sum_type]
  rw [hexp]
  linarith

/-- A vector is spacelike exactly when restricted Lorentz matrices can give its time
component every real value. -/
theorem spacelike_iff_time_arbitrary {n : ℕ} (v : Unit ⊕ Fin n → ℝ) :
    Spacelike v ↔ ∀ s : ℝ, ∃ L, IsRestricted L ∧ (L *ᵥ v) (Sum.inl ()) = s := by
  constructor
  · intro hv s
    have hpos : 0 < ∑ i, v (Sum.inr i) ^ 2 := lt_of_le_of_lt (sq_nonneg _) hv
    obtain ⟨r, hr, hr2⟩ : ∃ r : ℝ, 0 < r ∧ r ^ 2 = ∑ i, v (Sum.inr i) ^ 2 :=
      ⟨√(∑ i, v (Sum.inr i) ^ 2), Real.sqrt_pos.mpr hpos, Real.sq_sqrt hpos.le⟩
    -- boost along the spatial part of v
    have hu : ∑ i, (v (Sum.inr i) / r) ^ 2 = 1 := by
      simp only [div_pow]
      rw [← Finset.sum_div, ← hr2, div_self (pow_pos hr 2).ne']
    have hx : ∑ i, v (Sum.inr i) / r * v (Sum.inr i) = r := by
      have h : ∀ i, v (Sum.inr i) / r * v (Sum.inr i) = v (Sum.inr i) ^ 2 / r :=
        fun i => by ring
      simp only [h]
      rw [← Finset.sum_div, ← hr2, sq, mul_div_assoc, div_self hr.ne', mul_one]
    obtain ⟨η, hη⟩ := exists_rapidity (lt_of_lt_of_eq hv hr2.symm) hr s
    refine ⟨boost (fun i => v (Sum.inr i) / r) η, boost_isRestricted hu η, ?_⟩
    rw [boost_time hu, hx, hη]
  · intro h
    by_contra hv
    rcases lt_trichotomy (v (Sum.inl ())) 0 with ht | ht | ht
    · obtain ⟨L, hL, hs⟩ := h 1
      have hn : ¬ Spacelike (-v) := by simpa [Spacelike] using hv
      have hp := time_pos_of_causal hL.1 hL.2.2 hn (by simpa using ht)
      rw [Matrix.mulVec_neg, Pi.neg_apply, hs] at hp
      linarith
    · -- a non-spacelike vector without time component vanishes
      have hle : ∑ i, v (Sum.inr i) ^ 2 ≤ 0 := by
        have h' := not_lt.mp hv
        rw [ht] at h'
        linarith
      have hz : v = 0 := by
        funext j
        rcases j with j | i
        · exact ht
        · have hi : v (Sum.inr i) ^ 2 ≤ ∑ k, v (Sum.inr k) ^ 2 :=
            Finset.single_le_sum (f := fun k => v (Sum.inr k) ^ 2)
              (fun k _ => sq_nonneg _) (Finset.mem_univ i)
          exact (pow_eq_zero_iff two_ne_zero).mp (le_antisymm (hi.trans hle) (sq_nonneg _))
      obtain ⟨L, _, hs⟩ := h 1
      rw [hz, Matrix.mulVec_zero, Pi.zero_apply] at hs
      exact zero_ne_one hs
    · obtain ⟨L, hL, hs⟩ := h (-1)
      have hp := time_pos_of_causal hL.1 hL.2.2 hv ht
      linarith

/-- For two events with spacelike separation there are restricted Lorentz frames in which
`p` precedes `q`, in which they are simultaneous, and in which `q` precedes `p`. -/
theorem time_order_frame_dependent {n : ℕ} {p q : Unit ⊕ Fin n → ℝ}
    (h : Spacelike (q - p)) :
    (∃ L, IsRestricted L ∧ (L *ᵥ p) (Sum.inl ()) < (L *ᵥ q) (Sum.inl ())) ∧
    (∃ L, IsRestricted L ∧ (L *ᵥ p) (Sum.inl ()) = (L *ᵥ q) (Sum.inl ())) ∧
    (∃ L, IsRestricted L ∧ (L *ᵥ q) (Sum.inl ()) < (L *ᵥ p) (Sum.inl ())) := by
  have key := (spacelike_iff_time_arbitrary (q - p)).mp h
  simp only [Matrix.mulVec_sub, Pi.sub_apply] at key
  obtain ⟨A, hA, hA'⟩ := key 1
  obtain ⟨B, hB, hB'⟩ := key 0
  obtain ⟨C, hC, hC'⟩ := key (-1)
  exact ⟨⟨A, hA, by linarith⟩, ⟨B, hB, by linarith⟩, ⟨C, hC, by linarith⟩⟩

end

end SpacelikeTimeOrder
```

```lean
#print axioms SpacelikeTimeOrder.spacelike_iff_time_arbitrary
#print axioms SpacelikeTimeOrder.time_order_frame_dependent
```

```
'SpacelikeTimeOrder.spacelike_iff_time_arbitrary' depends on axioms: [propext, Classical.choice, Quot.sound]
'SpacelikeTimeOrder.time_order_frame_dependent' depends on axioms: [propext, Classical.choice, Quot.sound]
```

### From the hand derivation to the Lean proof

`boostGen_sq` computes K² entry by entry. `boost_add` first proves K³ = K, then replaces the generator by a general matrix with that property; after the product is expanded, `module` compares the coefficients.

`boost_isRestricted` proves the three conditions. Its step `hB` moves the metric through the boost and reverses the rapidity. The determinant part uses the half boost, and cancels det g by means of (det g)² = 1, which comes from `minkowski_sq`.

`boost_time` reads off the first row of the boost. `exists_rapidity` contains the hyperbolic coordinates: `hsurj` solves D sinh a = y for any y, `hc` identifies r with D cosh a, and the addition formula for sinh finishes the calculation with η = b − a, where D sinh b = s.

`time_pos_of_causal` is the argument for non-spacelike vectors. Its steps `h1` to `h3` turn LᵀgL = g into LgLᵀ = g, `h5` is the formula for L₀₀², and `hcs` is Cauchy-Schwarz. It does not use the determinant condition. Applied to q − p, it says that a non-spacelike pair with p first keeps that order.

In the main theorem, the forward direction normalises the spatial part of v and applies the chosen boost. The converse splits on the sign of t and asks for time 1, 1 or −1 when t is negative, zero or positive; each request gives a contradiction. The theorem on two events uses linearity, (Lq)₀ − (Lp)₀ = (L(q − p))₀, with the values 1, 0 and −1.
